# Making a finite-group representation unitary with the square root of its group-summed metric

Let a finite group \(G\) be represented by complex \(n\times n\) matrices \(D(g)\), not necessarily unitary. The matrix

\[
S=\sum_{g\in G} D(g)^\dagger D(g)
\]

is positive definite, and so is its positive square root \(R\), defined by \(RR=S\). For every \(g\) in \(G\) the matrix \(R\,D(g)\,R^{-1}\) is unitary.

Non-unitary matrices of this kind can arise when symmetry operations act on a non-orthogonal basis. If the operation \(g\) sends the basis function \(\varphi_j\) to \(\sum_i \varphi_i D_{ij}(g)\), then a coefficient vector \(c\) goes to \(D(g)c\), and \(D(g)\) need not be unitary even when the operation itself preserves all inner products. The matrices still multiply as the group does, \(D(gh)=D(g)D(h)\) and \(D(1)=1\). Each \(D(g)\) is therefore invertible, with inverse \(D(g^{-1})\).

## Positivity, invariance and the change of basis

For a nonzero vector \(v\),

\[
v^\dagger S v=\sum_{g}\lVert D(g)v\rVert^2\;\ge\;\lVert D(1)v\rVert^2=\lVert v\rVert^2>0 ,
\]

so \(S\) is positive definite. Its eigenvalues are positive. Taking their positive square roots in an orthonormal eigenbasis of \(S\) gives \(R\), which is Hermitian, positive definite and hence invertible.

The metric is also invariant under the group. Fix \(g\) and let \(k\) run over the group:

\[
D(g)^\dagger S D(g)=\sum_{k}\bigl(D(k)D(g)\bigr)^\dagger D(k)D(g)=\sum_{k}D(kg)^\dagger D(kg)=S .
\]

The last step holds because \(kg\) runs over every group element exactly once when \(k\) does.

Now let \(X\) be any invertible matrix and \(A\) any square matrix of the same size. Passing to coefficients \(c'=Xc\) turns \(A\) into \(XAX^{-1}\), and

\[
(XAX^{-1})^\dagger(XAX^{-1})=(X^{-1})^\dagger\,\bigl(A^\dagger X^\dagger X A\bigr)\,X^{-1}.
\]

If \(A^\dagger X^\dagger XA=X^\dagger X\), the right-hand side is the unit matrix. Conversely, if it is the unit matrix, multiplying by \(X^\dagger\) on the left and by \(X\) on the right gives \(A^\dagger X^\dagger XA=X^\dagger X\). Thus \(XAX^{-1}\) is unitary exactly when \(A\) preserves the metric \(X^\dagger X\).

Suppose that \(X^\dagger X=S\). Then \(|\det X|^2=\det S\neq0\), so \(X\) is invertible, and the invariance of \(S\) makes every \(XD(g)X^{-1}\) unitary. The choice \(X=R\) gives the claim, since \(R^\dagger R=RR=S\). A Cholesky factorisation \(S=LL^\dagger\) serves equally well, with \(X=L^\dagger\).

## An invariant Hamiltonian in the new basis

Let \(H\) be a Hamiltonian matrix with elements \(H_{ij}=\langle\varphi_i|\hat H|\varphi_j\rangle\). Its invariance under \(g\) reads \(D(g)^\dagger HD(g)=H\). Such a matrix represents a quadratic form, so the change \(c'=Rc\) turns it into \(K=R^{-1}HR^{-1}\). Write \(U=RD(g)R^{-1}\), so that \(U^\dagger=R^{-1}D(g)^\dagger R\). Then

\[
U^\dagger KU=R^{-1}D(g)^\dagger\,(RR^{-1})\,H\,(R^{-1}R)\,D(g)R^{-1}=R^{-1}HR^{-1}=K .
\]

Since \(UU^\dagger=1\), it follows that \(KU=UU^\dagger KU=UK\). Consequently \(K\) maps each eigenspace of \(U\) into itself.

The metric used here is \(S\), which in general differs from the physical overlap matrix \(O_{ij}=\langle\varphi_i|\varphi_j\rangle\). The eigenvalues of \(K\) solve \(Hc=ESc\). The energies solve \(Hc=EOc\) instead, and the two sets of values need not agree. Even in an orthonormal basis, where \(O=1\) and operations that preserve inner products have unitary \(D(g)\), the metric \(S\) is the unit matrix times the number of group elements, and the eigenvalues of \(K\) are the energies divided by that number. If the operations preserve inner products, then \(D(g)^\dagger OD(g)=O\), and the same argument with the positive square root of \(O\) in place of \(R\) gives the commutation for a matrix whose eigenvalues are the energies.

## Representations that are unitary already

If every \(D(g)\) is unitary, each term of the sum is the unit matrix. Then \(S=|G|\,1\), with \(|G|\) the number of group elements, and its positive square root is \(R=\sqrt{|G|}\,1\). Conversely, if \(R\) has this form, it commutes with \(D(g)\), so \(RD(g)R^{-1}=D(g)\), and the left-hand side is unitary. The factor \(\sqrt{|G|}\) comes from using a sum and not an average. Dividing \(S\) by \(|G|\) would rescale \(R\) to the unit matrix in this case, and would leave \(RD(g)R^{-1}\) unchanged in every case.

## The representation and its metric in Lean

The basis functions are labelled by a finite type `n`, and the group `G` is finite. This covers the point groups of nonlinear molecules and lattice translations under periodic boundary conditions. The point group of a linear molecule is infinite. For a compact continuous group the trick uses an invariant integral in place of the sum, and that version is not treated here. The two opened order scopes give meaning to inequalities between complex numbers and between matrices; \(0\le A\) for a matrix says that \(A\) is positive semidefinite.

```lean
import Mathlib

open Matrix
open scoped ComplexOrder MatrixOrder

namespace UnitarianTrick

noncomputable section

variable {G n : Type*} [Group G] [Fintype G] [Fintype n] [DecidableEq n]
```

The representation is a homomorphism `D : G →* Matrix n n ℂ`, which contains exactly the rules \(D(gh)=D(g)D(h)\) and \(D(1)=1\). Invertibility is a consequence and does not appear as a hypothesis. The superscript `ᴴ` is the conjugate transpose, written \(\dagger\) above.

```lean
/-- The group-summed metric `S = ∑ g, D(g)ᴴ D(g)` of a matrix representation `D`. -/
def groupMetric (D : G →* Matrix n n ℂ) : Matrix n n ℂ :=
  ∑ g, (D g)ᴴ * D g
```

The square root comes from the continuous functional calculus, which applies the function \(\sqrt{\cdot}\) to the spectrum of a matrix. For a positive semidefinite matrix this is the construction by eigenvalues described earlier.

```lean
/-- The positive square root `R` of the group-summed metric. -/
def metricRoot (D : G →* Matrix n n ℂ) : Matrix n n ℂ :=
  CFC.sqrt (groupMetric D)
```

## Unitarity as preservation of a metric

The first theorem concerns two matrices and no group. The hypothesis `IsUnit X.det` says that \(\det X\neq0\), and membership in `unitaryGroup n ℂ` says that a matrix is unitary. The step `key` is the displayed product formula for \((XAX^{-1})^\dagger(XAX^{-1})\). The two `calc` blocks are the two directions of the equivalence: the first inserts \(X^\dagger(X^{-1})^\dagger=1\) and \(X^{-1}X=1\) around \(A^\dagger X^\dagger XA\), and the second cancels such pairs.

```lean
/-- In the basis changed by an invertible `X`, the operation `A` is unitary exactly when
`A` preserves the metric `Xᴴ X`. -/
theorem conj_mem_unitaryGroup_iff (X A : Matrix n n ℂ) (hX : IsUnit X.det) :
    X * A * X⁻¹ ∈ unitaryGroup n ℂ ↔ Aᴴ * (Xᴴ * X) * A = Xᴴ * X := by
  have h1 : X⁻¹ * X = 1 := Matrix.nonsing_inv_mul X hX
  have h2 : X * X⁻¹ = 1 := Matrix.mul_nonsing_inv X hX
  have h1' : Xᴴ * (X⁻¹)ᴴ = 1 := by
    rw [← conjTranspose_mul, h1, conjTranspose_one]
  have h2' : (X⁻¹)ᴴ * Xᴴ = 1 := by
    rw [← conjTranspose_mul, h2, conjTranspose_one]
  have key : (X * A * X⁻¹)ᴴ * (X * A * X⁻¹)
      = (X⁻¹)ᴴ * (Aᴴ * (Xᴴ * X) * A) * X⁻¹ := by
    rw [conjTranspose_mul, conjTranspose_mul]
    simp only [Matrix.mul_assoc]
  rw [mem_unitaryGroup_iff', star_eq_conjTranspose, key]
  constructor
  · intro h
    calc Aᴴ * (Xᴴ * X) * A
        = (Xᴴ * (X⁻¹)ᴴ) * (Aᴴ * (Xᴴ * X) * A) * (X⁻¹ * X) := by
          rw [h1, h1', Matrix.one_mul, Matrix.mul_one]
      _ = Xᴴ * ((X⁻¹)ᴴ * (Aᴴ * (Xᴴ * X) * A) * X⁻¹) * X := by
          simp only [Matrix.mul_assoc]
      _ = Xᴴ * X := by rw [h, Matrix.mul_one]
  · intro h
    calc (X⁻¹)ᴴ * (Aᴴ * (Xᴴ * X) * A) * X⁻¹
        = ((X⁻¹)ᴴ * Xᴴ) * (X * X⁻¹) := by
          rw [h]
          simp only [Matrix.mul_assoc]
      _ = 1 := by rw [h2, h2', Matrix.one_mul]
```

## The positive definite root

This theorem states that \(R\) is positive definite and that \(RR=S\). Positive definiteness of \(S\) is the intermediate step `hS`. It splits the identity element off the group sum, where it contributes the unit matrix, and adds the remaining terms, which are positive semidefinite. This is the estimate \(v^\dagger Sv\ge\lVert v\rVert^2\) in matrix form.

The functional calculus then supplies \(RR=S\) and the positive semidefiniteness of \(R\). To pass from semidefinite to definite, the proof takes determinants: \((\det R)^2=\det S\) is nonzero, so \(R\) is invertible, and an invertible positive semidefinite matrix is positive definite.

```lean
/-- The square root `R` of the group-summed metric is positive definite and satisfies
`R R = S`. -/
theorem metricRoot_posDef (D : G →* Matrix n n ℂ) :
    (metricRoot D).PosDef ∧ metricRoot D * metricRoot D = groupMetric D := by
  classical
  -- the identity element contributes the unit matrix, the rest is positive semidefinite
  have hS : (groupMetric D).PosDef := by
    unfold groupMetric
    rw [← Finset.add_sum_erase Finset.univ _ (Finset.mem_univ (1 : G)), map_one,
      conjTranspose_one, Matrix.one_mul]
    exact Matrix.PosDef.one.add_posSemidef
      (Matrix.posSemidef_sum _ fun g _ => posSemidef_conjTranspose_mul_self (D g))
  have hsq : metricRoot D * metricRoot D = groupMetric D :=
    CFC.sqrt_mul_sqrt_self _ (Matrix.nonneg_iff_posSemidef.mpr hS.posSemidef)
  have hR : (metricRoot D).PosSemidef :=
    Matrix.nonneg_iff_posSemidef.mp (CFC.sqrt_nonneg _)
  have hdet : IsUnit (metricRoot D).det := by
    have h := (Matrix.isUnit_iff_isUnit_det _).mp hS.isUnit
    rw [← hsq, det_mul] at h
    exact isUnit_of_mul_isUnit_left h
  exact ⟨hR.posDef_iff_isUnit.mpr ((Matrix.isUnit_iff_isUnit_det _).mpr hdet), hsq⟩
```

## Every factor of the metric works

Here \(X\) is an arbitrary matrix with \(X^\dagger X=S\), Hermitian, triangular or neither. Its invertibility is derived from determinants, as in the argument by hand. The equivalence proved above then reduces unitarity to the invariance \(D(g)^\dagger SD(g)=S\), which is proved by moving the outer factors into the sum and relabelling its terms. The relabelling is `Equiv.mulRight g`, the bijection \(k\mapsto kg\) of the group.

```lean
/-- Every factor `X` of the group-summed metric, `Xᴴ X = S`, turns the representation into
a unitary one. -/
theorem factor_conj_unitary (D : G →* Matrix n n ℂ) (X : Matrix n n ℂ)
    (hX : Xᴴ * X = groupMetric D) (g : G) :
    X * D g * X⁻¹ ∈ unitaryGroup n ℂ := by
  obtain ⟨hR, hsq⟩ := metricRoot_posDef D
  have hdet : IsUnit X.det := by
    have h := (Matrix.isUnit_iff_isUnit_det _).mp (hR.isUnit.mul hR.isUnit)
    rw [hsq, ← hX, det_mul] at h
    exact isUnit_of_mul_isUnit_right h
  rw [conj_mem_unitaryGroup_iff X (D g) hdet, hX]
  -- multiplication by `g` only relabels the terms of the group sum
  unfold groupMetric
  rw [Finset.mul_sum, Finset.sum_mul]
  exact Fintype.sum_equiv (Equiv.mulRight g) _ _ fun k => by
    simp [map_mul, conjTranspose_mul, Matrix.mul_assoc]
```

## The unitarian trick

The main theorem collects three statements: \(R\) is positive definite, its square is the group sum written out in full, and \(RD(g)R^{-1}\) is unitary for every \(g\). The last part is the preceding theorem with \(X=R\). The only thing left to check is \(R^\dagger R=S\), which follows because \(R\) is Hermitian.

```lean
/-- Unitarian trick: the square root `R` of the group-summed metric is positive definite,
`R R = S`, and `R D(g) R⁻¹` is unitary for every group element. -/
theorem unitarian_trick (D : G →* Matrix n n ℂ) :
    (metricRoot D).PosDef ∧ metricRoot D * metricRoot D = ∑ g, (D g)ᴴ * D g ∧
      ∀ g, metricRoot D * D g * (metricRoot D)⁻¹ ∈ unitaryGroup n ℂ := by
  obtain ⟨hR, hsq⟩ := metricRoot_posDef D
  refine ⟨hR, hsq, fun g => factor_conj_unitary D _ ?_ g⟩
  rw [hR.isHermitian.eq, hsq]
```

The same \(R\) works for all group elements at once, so the matrices \(RD(g)R^{-1}\) form a unitary representation equivalent to the original one. Its decomposition into irreducible parts is a further step, which is not carried out here.

## Commutation with the transformed Hamiltonian matrix

The hypothesis `hH` is the invariance of the Hamiltonian matrix under one group element \(g\), and the conclusion concerns that same element. It stands for the physical assumption that the operation is a symmetry of the system, expressed in the non-orthogonal basis. The matrix \(H\) is not required to be Hermitian, so the theorem applies to any matrix with this invariance. The word "orthogonalised" in the theorem's name refers to the metric \(S\): the new basis is orthonormal with respect to \(S\), and with respect to the physical overlap \(O\) only when \(S=O\).

The proof takes the unitarity of \(RD(g)R^{-1}\) from the main theorem. The step `hK` is the identity \(U^\dagger KU=K\), with the inner factors \(RR^{-1}\) and \(R^{-1}R\) cancelled. The two `generalize` lines after it introduce the abbreviations \(U\) and \(K\), and the closing `calc` is the chain \(KU=UU^\dagger KU=UK\).

```lean
/-- If the Hamiltonian matrix `H` satisfies `D(g)ᴴ H D(g) = H`, then the matrix `R⁻¹ H R⁻¹` commutes
with `R D(g) R⁻¹`. -/
theorem orthogonalised_hamiltonian_commute (D : G →* Matrix n n ℂ) (H : Matrix n n ℂ)
    (g : G) (hH : (D g)ᴴ * H * D g = H) :
    Commute ((metricRoot D)⁻¹ * H * (metricRoot D)⁻¹)
      (metricRoot D * D g * (metricRoot D)⁻¹) := by
  obtain ⟨hR, -, hU⟩ := unitarian_trick D
  have hUg := mem_unitaryGroup_iff.mp (hU g)
  have hdet := (Matrix.isUnit_iff_isUnit_det _).mp hR.isUnit
  have hherm : (metricRoot D)ᴴ = metricRoot D := hR.isHermitian.eq
  rw [star_eq_conjTranspose] at hUg
  generalize metricRoot D = R at hUg hdet hherm ⊢
  have h1 : R⁻¹ * R = 1 := Matrix.nonsing_inv_mul R hdet
  have h2 : R * R⁻¹ = 1 := Matrix.mul_nonsing_inv R hdet
  -- the transformed matrix `R⁻¹ H R⁻¹` is invariant under the unitary operation
  have hK : (R * D g * R⁻¹)ᴴ * (R⁻¹ * H * R⁻¹) * (R * D g * R⁻¹) = R⁻¹ * H * R⁻¹ := by
    calc (R * D g * R⁻¹)ᴴ * (R⁻¹ * H * R⁻¹) * (R * D g * R⁻¹)
        = R⁻¹ * ((D g)ᴴ * (R * R⁻¹) * H * (R⁻¹ * R) * D g) * R⁻¹ := by
          rw [conjTranspose_mul, conjTranspose_mul, conjTranspose_nonsing_inv, hherm]
          simp only [Matrix.mul_assoc]
      _ = R⁻¹ * H * R⁻¹ := by
          rw [h1, h2, Matrix.mul_one, Matrix.mul_one, hH]
  generalize R * D g * R⁻¹ = U at hUg hK ⊢
  generalize R⁻¹ * H * R⁻¹ = K at hK ⊢
  change K * U = U * K
  calc K * U = (U * Uᴴ) * (K * U) := by rw [hUg, Matrix.one_mul]
    _ = U * (Uᴴ * K * U) := by simp only [Matrix.mul_assoc]
    _ = U * K := by rw [hK]
```

## The scalar root as a test for unitarity

The last theorem is an equivalence. Its right-hand side is \(R=\sqrt{|G|}\,1\), where `Fintype.card G` is the group order and the real square root is read as a complex number.

In the forward direction, unitarity replaces each summand by the unit matrix, which gives \(S=|G|\,1\). The lemma `CFC.sqrt_unique` then identifies \(R\): the matrix \(\sqrt{|G|}\,1\) is positive semidefinite and squares to \(S\), and a positive semidefinite matrix has only one such root. In the backward direction, `hcomm` records that a scalar matrix commutes with \(D(g)\), after which \(R\) and \(R^{-1}\) cancel in the unitary matrix \(RD(g)R^{-1}\).

```lean
/-- All matrices `D(g)` are already unitary exactly when `R` is the unit matrix times the
square root of the group order. -/
theorem unitary_iff_metricRoot_scalar (D : G →* Matrix n n ℂ) :
    (∀ g, D g ∈ unitaryGroup n ℂ) ↔
      metricRoot D = ((Real.sqrt (Fintype.card G) : ℝ) : ℂ) • (1 : Matrix n n ℂ) := by
  constructor
  · intro h
    have hS : groupMetric D = (Fintype.card G : ℂ) • (1 : Matrix n n ℂ) := by
      have hsum : ∑ g, (D g)ᴴ * D g = ∑ _g : G, (1 : Matrix n n ℂ) :=
        Finset.sum_congr rfl fun g _ => mem_unitaryGroup_iff'.mp (h g)
      unfold groupMetric
      rw [hsum, Finset.sum_const, Finset.card_univ, Nat.cast_smul_eq_nsmul]
    -- the positive square root is unique
    refine CFC.sqrt_unique ?_ (Matrix.nonneg_iff_posSemidef.mpr
      (Matrix.PosSemidef.one.smul (Complex.zero_le_real.mpr (Real.sqrt_nonneg _))))
    rw [hS, smul_mul_smul_comm, Matrix.one_mul, ← Complex.ofReal_mul,
      Real.mul_self_sqrt (Nat.cast_nonneg _), Complex.ofReal_natCast]
  · intro h g
    obtain ⟨hR, -, hU⟩ := unitarian_trick D
    have hdet := (Matrix.isUnit_iff_isUnit_det _).mp hR.isUnit
    have hcomm : metricRoot D * D g = D g * metricRoot D := by
      rw [h, Matrix.smul_mul, Matrix.mul_smul, Matrix.one_mul, Matrix.mul_one]
    have hg := hU g
    rwa [hcomm, Matrix.mul_assoc, Matrix.mul_nonsing_inv _ hdet, Matrix.mul_one] at hg

end

end UnitarianTrick
```

```lean
#print axioms UnitarianTrick.orthogonalised_hamiltonian_commute
-- 'UnitarianTrick.orthogonalised_hamiltonian_commute' depends on axioms: [propext, Classical.choice, Quot.sound]
#print axioms UnitarianTrick.unitary_iff_metricRoot_scalar
-- 'UnitarianTrick.unitary_iff_metricRoot_scalar' depends on axioms: [propext, Classical.choice, Quot.sound]
```
